# Above a uniformly broadened plasmon band, the sharp pole is too small by at most d²/(3y(y² − d²))

To compare a broadened plasmon with a sharp one, we must first decide what broadening means. Here the plasmon energy w is spread with constant density 1/(2d) over the band from Om − d to Om + d, and the pole term 1/(x − w) is averaged over that band by an actual integral. The half-width d > 0 stands for the spread of plasmon energies, for instance through dispersion. It is a given number, not derived from a dielectric function.

In a GW self-energy with a plasmon-pole model, a term of the form 1/(x − Om) appears when an electron in an unoccupied intermediate state is accompanied by one plasmon; x is then the energy measured from the energy of that state. For an occupied state the term is 1/(x + Om), which is minus the same form taken at −x. The results below say how far such a term can be trusted when the plasmon energy is spread uniformly in this way, for a single pole of unit strength, an intermediate-state energy and a coupling that are both constant across the band, and real energies without an imaginary part. Throughout, y = x − Om is the signed distance from the band centre.

## The two pole terms

```lean
import Mathlib

open Finset

namespace PlasmonPoleBroadening

noncomputable section

/-- The pole term `1/(x - w)` averaged uniformly over plasmon energies `w` in the band
`[Om - d, Om + d]`; its domain is `d > 0` and `x` outside the band. -/
def broadenedPole (Om d x : ℝ) : ℝ :=
  1 / (2 * d) * ∫ w in (Om - d)..(Om + d), 1 / (x - w)
```

The definition takes three real numbers, `Om`, `d` and `x`, and returns

broadenedPole = (1/(2d)) ∫ dw 1/(x − w), with w from Om − d to Om + d.

The definition accepts any real x, but inside the band the integral diverges, and Lean then assigns it the value 0, whatever the principal value may be. Every theorem below therefore keeps x outside the band.

```lean
/-- The pole term of a single sharp plasmon at energy `Om`, for `x ≠ Om`. -/
def sharpPole (Om x : ℝ) : ℝ := 1 / (x - Om)
```

This is the usual plasmon-pole term, 1/y, with all the weight at the single energy Om.

## The band average is a logarithm

```lean
/-- Outside a plasmon band of half-width `d > 0`, the averaged pole term is `1/(2d)` times the
logarithm of the distance to the lower band edge divided by the distance to the upper one. -/
theorem broadenedPole_eq_log {Om d x : ℝ} (hd : 0 < d) (hx : d < |x - Om|) :
    broadenedPole Om d x = 1 / (2 * d) * Real.log ((x - Om + d) / (x - Om - d)) := by
  -- the integrand has no singularity on the band
  have hne : ∀ w ∈ Set.uIcc (Om - d) (Om + d), x - w ≠ 0 := by
    intro w hw h
    rw [Set.uIcc_of_le (by linarith)] at hw
    have : |x - Om| ≤ d := abs_le.mpr ⟨by linarith [hw.1], by linarith [hw.2]⟩
    linarith
  have hder : ∀ w ∈ Set.uIcc (Om - d) (Om + d),
      HasDerivAt (fun w : ℝ => -Real.log (x - w)) (1 / (x - w)) w := by
    intro w hw
    have h1 : HasDerivAt (fun w : ℝ => x - w) (-1) w := (hasDerivAt_id' w).const_sub x
    exact (h1.log (hne w hw)).fun_neg.congr_deriv (by ring)
  have hcont : ContinuousOn (fun w : ℝ => 1 / (x - w)) (Set.uIcc (Om - d) (Om + d)) := by
    intro w hw
    have h := hne w hw
    exact ContinuousAt.continuousWithinAt (by fun_prop (disch := assumption))
  have e1 : x - (Om - d) = x - Om + d := by ring
  have e2 : x - (Om + d) = x - Om - d := by ring
  have h1 : x - Om + d ≠ 0 := e1 ▸ hne _ Set.left_mem_uIcc
  have h2 : x - Om - d ≠ 0 := e2 ▸ hne _ Set.right_mem_uIcc
  unfold broadenedPole
  rw [intervalIntegral.integral_eq_sub_of_hasDerivAt hder hcont.intervalIntegrable,
    Real.log_div h1 h2, e1, e2]
  ring
```

A Lean theorem lists its variables and hypotheses before the colon and its conclusion after it. Here `hd` says d > 0, and `hx` says d < |y|, so x may lie on either side of the band. The conclusion is

broadenedPole = (1/(2d)) log((y + d)/(y − d)).

By hand, the derivative of −log|x − w| with respect to w is 1/(x − w), so the integral is

−log|y − d| + log|y + d| = log((y + d)/(y − d)).

The ratio is positive on both sides of the band. No absolute value appears in the code because `Real.log` of a negative number t is defined as log|t|.

The proof follows the same route. `hne` shows that x − w never vanishes on the band, `hder` gives the antiderivative, and `hcont` gives the continuity that makes the integrand integrable. The fundamental theorem of calculus, `intervalIntegral.integral_eq_sub_of_hasDerivAt`, then evaluates the integral.

## Two bounds from one power series

```lean
/-- For a ratio `0 < r < 1` of half-width to distance, the logarithm of `(1 + r)/(1 - r)` lies
between its cubic expansion and the same expansion with a geometrically enhanced cubic term. -/
theorem log_ratio_bounds {r : ℝ} (h0 : 0 < r) (h1 : r < 1) :
    2 * r + 2 * r ^ 3 / 3 < Real.log ((1 + r) / (1 - r)) ∧
      Real.log ((1 + r) / (1 - r)) ≤ 2 * r + 2 * r ^ 3 / (3 * (1 - r ^ 2)) := by
  have hl : Real.log ((1 + r) / (1 - r)) = Real.log (1 + r) - Real.log (1 - r) :=
    Real.log_div (by positivity) (sub_pos.mpr h1).ne'
  have h := Real.hasSum_log_sub_log_of_abs_lt_one (abs_lt.mpr ⟨by linarith, h1⟩)
  rw [hl]
  constructor
  · -- keep three terms of the positive series
    have hpos : ∀ k : ℕ, 0 ≤ 2 * (1 / (2 * (k : ℝ) + 1)) * r ^ (2 * k + 1) :=
      fun k => by positivity
    have h3 := sum_le_hasSum (range 3) (fun k _ => hpos k) h
    norm_num [Finset.sum_range_succ] at h3
    have h5 : 0 < r ^ 5 := by positivity
    linarith
  · -- beyond the first term, compare with a geometric series
    have hk : ∀ k : ℕ, 2 * (1 / (2 * ((k + 1 : ℕ) : ℝ) + 1)) * r ^ (2 * (k + 1) + 1)
        ≤ 2 * r ^ 3 / 3 * (r ^ 2) ^ k := by
      intro k
      have e : r ^ (2 * (k + 1) + 1) = r ^ 3 * (r ^ 2) ^ k := by ring
      have c : 1 / (2 * ((k + 1 : ℕ) : ℝ) + 1) ≤ 1 / 3 := by
        apply one_div_le_one_div_of_le (by norm_num)
        push_cast
        have : (0 : ℝ) ≤ k := k.cast_nonneg
        linarith
      have p : 0 ≤ r ^ 3 * (r ^ 2) ^ k := by positivity
      rw [e]
      nlinarith [mul_le_mul_of_nonneg_right c p]
    have hr2 : r ^ 2 < 1 := by nlinarith
    have hg := (hasSum_geometric_of_lt_one (sq_nonneg r) hr2).mul_left (2 * r ^ 3 / 3)
    have hle := hasSum_le hk ((hasSum_nat_add_iff' 1).mpr h) hg
    have z : 2 * (1 / (2 * ((0 : ℕ) : ℝ) + 1)) * r ^ (2 * 0 + 1) = 2 * r := by norm_num
    rw [Finset.sum_range_one, z, ← div_eq_mul_inv, div_div] at hle
    linarith
```

The symbol `∧` means "and": the theorem gives a lower and an upper bound for 0 < r < 1,

2r + 2r³/3 < log((1 + r)/(1 − r)) ≤ 2r + 2r³/(3(1 − r²)).

Both come from the series

log((1 + r)/(1 − r)) = Σ 2r^(2k+1)/(2k + 1), k = 0, 1, 2, …

All its terms are positive. Keeping the first three gives at least 2r + 2r³/3 + 2r⁵/5, and the last of these makes the lower bound strict. For the upper bound, keep the term 2r and shift the index of the rest by one. Since 2(k + 1) + 1 ≥ 3,

2r^(2k+3)/(2k + 3) ≤ (2r³/3)(r²)^k,

and the geometric series on the right sums to 2r³/(3(1 − r²)).

In the code, `h` is the series. `sum_le_hasSum` says that a partial sum of nonnegative terms does not exceed the total. `hk` is the termwise comparison, `hg` the geometric sum, and `hasSum_le` compares the two totals.

## The error above the band

```lean
/-- Above a plasmon band of half-width `d > 0`, at distance `y = x - Om > d` from its centre, the
averaged pole term exceeds the sharp-pole value by more than `d²/(3y³)` and by at most
`d²/(3y(y² - d²))`. -/
theorem broadening_error_bounds {Om d x : ℝ} (hd : 0 < d) (hx : d < x - Om) :
    d ^ 2 / (3 * (x - Om) ^ 3) < broadenedPole Om d x - sharpPole Om x ∧
      broadenedPole Om d x - sharpPole Om x
        ≤ d ^ 2 / (3 * (x - Om) * ((x - Om) ^ 2 - d ^ 2)) := by
  rw [broadenedPole_eq_log hd (lt_of_lt_of_le hx (le_abs_self _))]
  unfold sharpPole
  generalize x - Om = y at *
  have hy : 0 < y := hd.trans hx
  have hs : y ^ 2 - d ^ 2 ≠ 0 := by nlinarith
  -- the series variable is the ratio of half-width to distance
  obtain ⟨lo, hi⟩ := log_ratio_bounds (div_pos hd hy) ((div_lt_one hy).mpr hx)
  have e : (1 + d / y) / (1 - d / y) = (y + d) / (y - d) := by
    have a : 1 + d / y = (y + d) / y := by rw [add_div, div_self hy.ne']
    have b : 1 - d / y = (y - d) / y := by rw [sub_div, div_self hy.ne']
    rw [a, b, div_div_div_cancel_right₀ hy.ne']
  have q : 1 - (d / y) ^ 2 = (y ^ 2 - d ^ 2) / y ^ 2 := by
    rw [sub_div, div_self (pow_ne_zero 2 hy.ne'), div_pow]
  rw [e] at lo hi
  rw [q] at hi
  have hp : 0 < 1 / (2 * d) := by positivity
  constructor
  · have m := mul_lt_mul_of_pos_left lo hp
    have i : 1 / (2 * d) * (2 * (d / y) + 2 * (d / y) ^ 3 / 3)
        = 1 / y + d ^ 2 / (3 * y ^ 3) := by
      field_simp
    linarith
  · have m := mul_le_mul_of_nonneg_left hi hp.le
    have i : 1 / (2 * d) * (2 * (d / y) + 2 * (d / y) ^ 3 / (3 * ((y ^ 2 - d ^ 2) / y ^ 2)))
        = 1 / y + d ^ 2 / (3 * y * (y ^ 2 - d ^ 2)) := by
      field_simp
    linarith
```

This is the main result. For y > d > 0,

d²/(3y³) < broadenedPole − sharpPole ≤ d²/(3y(y² − d²)).

The lower bound is positive, so the broadened pole always exceeds the sharp one above the band. The upper bound is the lower one multiplied by y²/(y² − d²). This factor tends to 1 far from the band, so the leading error there is d²/(3y³), and the coefficient 1/3 is the right one.

To derive the bounds, set r = d/y, which lies between 0 and 1. Then (1 + r)/(1 − r) = (y + d)/(y − d), and multiplying the series bounds by 1/(2d) gives

(1/(2d)) (2d/y + 2d³/(3y³)) = 1/y + d²/(3y³)

from below. From above, the cubic term becomes

(1/(2d)) · 2(d/y)³/(3(1 − d²/y²)) = d²/(3y(y² − d²)).

Subtracting 1/y leaves the claim.

The proof rewrites the average as a logarithm, and `generalize` replaces x − Om by the single letter `y`. The series bounds enter as `lo` and `hi`. The equations `e` and `q` convert r back to d and y, and each equation named `i` is one of the two multiplications above, checked by `field_simp`.

## Below the band

```lean
/-- For a band of half-width `d > 0`, the averaged pole term changes sign when an energy outside
the band is reflected about the band centre. -/
theorem broadenedPole_reflect {Om d y : ℝ} (hd : 0 < d) (hy : d < |y|) :
    broadenedPole Om d (Om - y) = -broadenedPole Om d (Om + y) := by
  have e1 : Om + y - Om = y := by ring
  have e2 : Om - y - Om = -y := by ring
  have e : (-y + d) / (-y - d) = ((y + d) / (y - d))⁻¹ := by
    rw [inv_div, ← neg_div_neg_eq]
    congr 1 <;> ring
  rw [broadenedPole_eq_log hd (by rwa [e2, abs_neg]),
    broadenedPole_eq_log hd (by rwa [e1]), e1, e2, e, Real.log_inv]
  ring
```

For |y| > d, reflecting the energy about the band centre reverses the sign of the average:

broadenedPole(Om − y) = −broadenedPole(Om + y).

Replacing y by −y turns the ratio (y + d)/(y − d) into its inverse, and the logarithm of an inverse is minus the logarithm. These are the steps `e` and `Real.log_inv`.

```lean
/-- On either side of a plasmon band of half-width `d > 0`, the sharp-pole error is at most
`d²/(3|y|(y² - d²))`, where `y = x - Om` and `|y| > d`. -/
theorem abs_broadening_error_le {Om d x : ℝ} (hd : 0 < d) (hx : d < |x - Om|) :
    |broadenedPole Om d x - sharpPole Om x|
      ≤ d ^ 2 / (3 * |x - Om| * ((x - Om) ^ 2 - d ^ 2)) := by
  have pos : ∀ y : ℝ, d < y → 0 < d ^ 2 / (3 * y ^ 3) := fun y h =>
    div_pos (pow_pos hd 2) (mul_pos (by norm_num) (pow_pos (hd.trans h) 3))
  rcases lt_abs.mp hx with h | h
  · obtain ⟨a, b⟩ := broadening_error_bounds hd h
    rwa [abs_of_pos ((pos _ h).trans a), abs_of_pos (hd.trans h)]
  · -- below the band, reflect about the centre
    obtain ⟨y, rfl⟩ : ∃ y, x = Om - y := ⟨Om - x, by ring⟩
    have hy : d < y := by linarith
    have e1 : Om + y - Om = y := by ring
    have e2 : Om - y - Om = -y := by ring
    obtain ⟨a, b⟩ := broadening_error_bounds (Om := Om) (x := Om + y) hd (by linarith)
    rw [e1] at a b
    have s : sharpPole Om (Om - y) = -sharpPole Om (Om + y) := by
      unfold sharpPole
      rw [e1, e2, div_neg]
    have n : broadenedPole Om d (Om - y) - sharpPole Om (Om - y)
        = -(broadenedPole Om d (Om + y) - sharpPole Om (Om + y)) := by
      rw [broadenedPole_reflect hd (lt_of_lt_of_le hy (le_abs_self y)), s]
      ring
    rw [n, abs_neg, abs_of_pos ((pos y hy).trans a), e2, abs_neg,
      abs_of_pos (hd.trans hy), neg_sq]
    exact b
```

The sharp pole is odd under the same reflection, and so is the difference of the two terms. The bound on its size therefore holds on both sides:

|broadenedPole − sharpPole| ≤ d²/(3|y|(y² − d²)) for |y| > d.

The proof splits |y| > d into two cases with `rcases`. Above the band, the error is positive and `broadening_error_bounds` applies directly. Below it, the code writes x = Om − y, with y now denoting the positive distance, and uses the bound at the mirror point Om + y. The equation `n` records that the two errors differ only in sign.

## How far away is far enough

```lean
/-- For half-width `d > 0` and tolerance `ε > 0`, the sharp-pole error is at most the fraction `ε`
of the sharp-pole magnitude whenever `(x - Om)² - d² ≥ d²/(3ε)`. -/
theorem relative_error_le {Om d x ε : ℝ} (hd : 0 < d) (hε : 0 < ε)
    (h : d ^ 2 / (3 * ε) ≤ (x - Om) ^ 2 - d ^ 2) :
    |broadenedPole Om d x - sharpPole Om x| ≤ ε * |sharpPole Om x| := by
  have p : 0 < d ^ 2 / (3 * ε) := by positivity
  have hs : 0 < (x - Om) ^ 2 - d ^ 2 := p.trans_le h
  have hx : d < |x - Om| := by
    have : d ^ 2 < |x - Om| ^ 2 := by rw [sq_abs]; linarith
    exact lt_of_pow_lt_pow_left₀ 2 (abs_nonneg _) this
  have hy : 0 < |x - Om| := hd.trans hx
  have t := (div_le_iff₀ (by positivity : 0 < 3 * ε)).mp h
  refine (abs_broadening_error_le hd hx).trans ?_
  unfold sharpPole
  rw [abs_div, abs_one, mul_one_div,
    div_le_div_iff₀ (mul_pos (mul_pos (by norm_num) hy) hs) hy]
  nlinarith [mul_le_mul_of_nonneg_right t hy.le]
```

Here ε > 0 is a tolerance for the error relative to the sharp-pole value. The hypothesis `h` reads

y² − d² ≥ d²/(3ε),

and the conclusion is |broadenedPole − sharpPole| ≤ ε/|y|. There is no separate assumption that x lies outside the band, because `h` already makes y² − d² positive.

By hand, multiply `h` by 3ε to get d² ≤ 3ε(y² − d²), and insert this in the numerator of the two-sided bound:

d²/(3|y|(y² − d²)) ≤ ε/|y|.

The code does the same after clearing denominators: `t` is the multiplied hypothesis, and `nlinarith` finishes the inequality. For a tolerance of one per cent, a distance |y| ≥ 5.86 d is enough. The condition is sufficient; the theorem does not say that it is necessary.

## No uniform bound up to the band edge

```lean
/-- For a band of half-width `d > 0`, the sharp-pole error exceeds any prescribed number `M` at
all energies sufficiently close above the upper band edge. -/
theorem error_unbounded_at_edge {Om d : ℝ} (hd : 0 < d) (M : ℝ) :
    ∃ δ > 0, ∀ x, Om + d < x → x < Om + d + δ →
      M < broadenedPole Om d x - sharpPole Om x := by
  obtain ⟨K, hK⟩ : ∃ K, K = 2 * d * (M + 1 / d) := ⟨_, rfl⟩
  have h2d : 2 * d ≠ 0 := by positivity
  have hKM : 1 / (2 * d) * K = M + 1 / d := by
    rw [hK, ← mul_assoc, one_div_mul_cancel h2d, one_mul]
  -- an exponentially small distance makes the logarithm larger than K
  refine ⟨2 * d * Real.exp (-K), by positivity, fun x h1 h2 => ?_⟩
  have hx : d < x - Om := by linarith
  have hgap : 0 < x - Om - d := by linarith
  have hexp : Real.exp K * Real.exp (-K) = 1 := by
    rw [← Real.exp_add, add_neg_cancel, Real.exp_zero]
  have hlog : K < Real.log ((x - Om + d) / (x - Om - d)) := by
    rw [Real.lt_log_iff_exp_lt (div_pos (by linarith) hgap), lt_div_iff₀ hgap]
    calc Real.exp K * (x - Om - d)
        < Real.exp K * (2 * d * Real.exp (-K)) :=
          mul_lt_mul_of_pos_left (by linarith) (Real.exp_pos K)
      _ = 2 * d := by linear_combination (2 * d) * hexp
      _ < x - Om + d := by linarith
  have m := mul_lt_mul_of_pos_left hlog (by positivity : 0 < 1 / (2 * d))
  have s : 1 / (x - Om) < 1 / d := one_div_lt_one_div_of_lt hd hx
  rw [broadenedPole_eq_log hd (lt_of_lt_of_le hx (le_abs_self _))]
  unfold sharpPole
  linarith

end

end PlasmonPoleBroadening
```

The bound of the main theorem grows without limit as y approaches d, but a large upper bound alone would not show that the error is large. This theorem does. For every real number M there is a δ > 0 such that the error exceeds M at all energies with d < y < d + δ. Hence no finite constant bounds the error on the whole region above the band.

The proof gives δ explicitly. Put

K = 2d(M + 1/d), δ = 2d e^(−K).

If 0 < y − d < δ, then

e^K (y − d) < 2d < y + d,

so log((y + d)/(y − d)) > K. Dividing by 2d shows that the average exceeds M + 1/d. The sharp pole is 1/y < 1/d, so the difference exceeds M.

In Lean, `refine` supplies this δ, the `calc` block is the chain of inequalities, and `s` is the estimate of the sharp pole. The exact formula (1/(2d)) log((y + d)/(y − d)) − 1/y shows that the divergence is only logarithmic in the distance y − d from the edge. It comes from the abrupt edge of the uniform distribution, where the density of plasmon energies jumps from 1/(2d) to zero.

```lean
#print axioms PlasmonPoleBroadening.broadening_error_bounds
-- 'PlasmonPoleBroadening.broadening_error_bounds' depends on axioms: [propext, Classical.choice, Quot.sound]
#print axioms PlasmonPoleBroadening.relative_error_le
-- 'PlasmonPoleBroadening.relative_error_le' depends on axioms: [propext, Classical.choice, Quot.sound]
#print axioms PlasmonPoleBroadening.error_unbounded_at_edge
-- 'PlasmonPoleBroadening.error_unbounded_at_edge' depends on axioms: [propext, Classical.choice, Quot.sound]
```
